# In Gaussian units, the Coulomb potential at the pole of a spherical cap with unit charge density is $\sqrt{4\pi A}$, as at the centre of a flat disc of the same area $A$

## Does curvature change the potential of a surface element on itself?

If I put $i=j$ into the point-charge formula $1/|\mathbf s_i-\mathbf s_j|$, where $\mathbf s_i$ is the position of surface element $i$, the diagonal of my apparent surface charge matrix is infinite. Spreading the charge over a flat disc of the same area makes it finite, but my cavity is built from spheres, so I don't know what error the flattening brings in. I have seen the claim that for a spherical cap with unit charge density there is none: the potential at the pole depends only on the area $A$ and equals the flat-disc value $\sqrt{4\pi A}$, whatever the radius of the sphere. Can this be made rigorous, with a proof that a machine has checked?

## The chord length turns the cap into a disc

Yes, the claim is true, and the proof below is checked by Lean. The distance from the pole, used as the integration variable, turns the cap integral into the disc integral, and this works for a screened kernel too.

Take a sphere of radius $R>0$ and a cap of opening angle $c$, with $0\le c\le\pi$, measured from the pole $(0,0,R)$. A point with polar angle $\theta$ and azimuth $\varphi$ lies at a distance $d$ from the pole, where

$$d^2=R^2\sin^2\theta+R^2(\cos\theta-1)^2=2R^2(1-\cos\theta)=4R^2\sin^2(\theta/2).$$

Since $\sin(\theta/2)\ge 0$ on this range, $d=2R\sin(\theta/2)$. The area is

$$A=\int_0^c 2\pi R^2\sin\theta\,d\theta=2\pi R^2(1-\cos c)=\pi a^2,\qquad a=2R\sin(c/2),$$

so the flat disc of equal area has as its radius $a$ the chord from the pole to the rim.

Let the charge density be one, in Gaussian units, and let the kernel be $e^{-\kappa d}/d$. Here $\kappa=0$ is the Coulomb case, and $\kappa>0$ is the inverse screening length of a uniform medium whose mobile ions respond linearly. The constant factor $1/\varepsilon$ for a medium of dielectric constant $\varepsilon$ is left out. The double-angle formula gives

$$R^2\sin\theta=2R\sin(\theta/2)\cdot R\cos(\theta/2)=d\,\frac{dd}{d\theta}.$$

The factor $d$ cancels the singular $1/d$, and the pole potential becomes

$$V_\kappa=\int_0^c 2\pi\,\frac{e^{-\kappa d}}{d}\,R^2\sin\theta\,d\theta=\int_0^a 2\pi e^{-\kappa s}\,ds.$$

For the disc, $\int_0^a (e^{-\kappa r}/r)\,2\pi r\,dr$ is the same integral. At $\kappa=0$ it equals $2\pi a=\sqrt{4\pi\cdot\pi a^2}=\sqrt{4\pi A}$. For $\kappa\ne0$ it equals $2\pi(1-e^{-\kappa a})/\kappa$. If a unit total charge is spread over a cap with $c>0$, the density is $1/A$, and the Coulomb potential is $\sqrt{4\pi A}/A=\sqrt{4\pi/A}$.

### What the Lean definitions say

`poleDist R θ φ` is the Euclidean distance in Cartesian coordinates, so the chord formula is proved and not assumed. `capArea R c` and `capPotential κ R c` are double integrals over $\theta$ from $0$ to $c$ and $\varphi$ from $0$ to $2\pi$. The surface element $R^2\sin\theta$ is part of their definitions. `discPotential κ a` is the corresponding integral in plane polar coordinates, and `discRadius A` is $\sqrt{A/\pi}$. Lean gives the kernel the value zero at the pole, where it divides by zero, but a single point does not affect the integral.

The answer to your question is `capPotential_coulomb`: for `0 < R`, `0 ≤ c` and `c ≤ π`, the pole potential is `Real.sqrt (4 * π * capArea R c)`. The comparison with the disc is `capPotential_eq_discPotential`, which holds for every real `κ`. In `unitCharge_potential` the unit charge enters by dividing the potential at unit density by the area; this needs `0 < c`, and the theorem also states that the area is then positive.

For an apparent surface charge calculation, this gives the diagonal element $\sqrt{4\pi/A}$ when the surface element is a circular, uniformly charged cap and the potential is taken at its pole. The theorems do not treat elements of other shapes, non-uniform charge, or the potential at other points of the cap or averaged over it.

The potential could also have been defined directly as the single integral over $\theta$ of $2\pi R^2\sin\theta\,e^{-\kappa d}/d$ with $d=2R\sin(\theta/2)$. The proof would be shorter, but the chord formula and the integration over the azimuth would then be built into the definition, and a reader would have to check them separately.

```lean
import Mathlib

open scoped Real

namespace ApparentSurfaceChargeCap

noncomputable section

/-- Distance from the pole `(0, 0, R)` to the point with polar angle `θ` and azimuth `φ`
on the sphere of radius `R` about the origin. -/
def poleDist (R θ φ : ℝ) : ℝ :=
  Real.sqrt ((R * Real.sin θ * Real.cos φ) ^ 2 + (R * Real.sin θ * Real.sin φ) ^ 2
    + (R * Real.cos θ - R) ^ 2)

/-- Area of the spherical cap of opening angle `c`, as a surface integral. -/
def capArea (R c : ℝ) : ℝ :=
  ∫ θ in (0 : ℝ)..c, ∫ _φ in (0 : ℝ)..(2 * π), R ^ 2 * Real.sin θ

/-- Potential at the pole of a cap with unit surface charge density and kernel `exp (-κ d) / d`;
the kernel is meant for `d ≠ 0`, that is, away from the pole itself. -/
def capPotential (κ R c : ℝ) : ℝ :=
  ∫ θ in (0 : ℝ)..c, ∫ φ in (0 : ℝ)..(2 * π),
    Real.exp (-κ * poleDist R θ φ) / poleDist R θ φ * (R ^ 2 * Real.sin θ)

/-- Potential at the centre of a flat disc of radius `a` with unit surface charge density and
kernel `exp (-κ r) / r`; the kernel is meant for `r ≠ 0`, away from the centre. -/
def discPotential (κ a : ℝ) : ℝ :=
  ∫ r in (0 : ℝ)..a, ∫ _φ in (0 : ℝ)..(2 * π), Real.exp (-κ * r) / r * r

/-- Radius of the flat disc of area `A`, for `A ≥ 0`. -/
def discRadius (A : ℝ) : ℝ := Real.sqrt (A / π)

/-- The distance from the pole to a point at polar angle `θ` is the chord `2 R sin (θ / 2)`. -/
theorem poleDist_eq {R θ : ℝ} (hR : 0 ≤ R) (h0 : 0 ≤ θ) (h1 : θ ≤ π) (φ : ℝ) :
    poleDist R θ φ = 2 * R * Real.sin (θ / 2) := by
  have hs : 0 ≤ Real.sin (θ / 2) :=
    Real.sin_nonneg_of_nonneg_of_le_pi (by linarith) (by linarith)
  have hc := Real.cos_two_mul (θ / 2)
  rw [show 2 * (θ / 2) = θ by ring] at hc
  have hh := Real.sin_sq_add_cos_sq (θ / 2)
  have key : (R * Real.sin θ * Real.cos φ) ^ 2 + (R * Real.sin θ * Real.sin φ) ^ 2
      + (R * Real.cos θ - R) ^ 2 = (2 * R * Real.sin (θ / 2)) ^ 2 := by
    linear_combination R ^ 2 * Real.sin θ ^ 2 * Real.sin_sq_add_cos_sq φ
      + R ^ 2 * Real.sin_sq_add_cos_sq θ - 2 * R ^ 2 * (hc + 2 * hh)
  rw [poleDist, key, Real.sqrt_sq (by positivity)]

/-- The cap of opening angle `c` has area `2 π R² (1 - cos c)`. -/
theorem capArea_eq (R c : ℝ) : capArea R c = 2 * π * R ^ 2 * (1 - Real.cos c) := by
  simp only [capArea, intervalIntegral.integral_const, smul_eq_mul, sub_zero,
    intervalIntegral.integral_const_mul, integral_sin, Real.cos_zero]
  ring

/-- The cap has the area of a flat disc whose radius is the chord from the pole to the rim. -/
theorem capArea_eq_chord (R c : ℝ) :
    capArea R c = π * (2 * R * Real.sin (c / 2)) ^ 2 := by
  have hc := Real.cos_two_mul (c / 2)
  rw [show 2 * (c / 2) = c by ring] at hc
  rw [capArea_eq]
  linear_combination (-2 * π * R ^ 2) * (hc + 2 * Real.sin_sq_add_cos_sq (c / 2))

/-- The equal-area disc of a cap has radius `2 R sin (c / 2)`. -/
theorem discRadius_capArea {R c : ℝ} (hR : 0 < R) (h0 : 0 ≤ c) (h1 : c ≤ π) :
    discRadius (capArea R c) = 2 * R * Real.sin (c / 2) := by
  have hs : 0 ≤ Real.sin (c / 2) :=
    Real.sin_nonneg_of_nonneg_of_le_pi (by linarith) (by linarith)
  have hp : π ≠ 0 := Real.pi_ne_zero
  rw [discRadius, capArea_eq_chord, mul_div_cancel_left₀ _ hp, Real.sqrt_sq (by positivity)]

/-- In the disc potential the factor `1 / r` cancels against the area element. -/
theorem discPotential_eq_integral (κ : ℝ) {a : ℝ} (ha : 0 ≤ a) :
    discPotential κ a = ∫ r in (0 : ℝ)..a, 2 * π * Real.exp (-κ * r) := by
  unfold discPotential
  refine intervalIntegral.integral_congr_ae (Filter.Eventually.of_forall fun r hr => ?_)
  rw [Set.uIoc_of_le ha] at hr
  have hr0 : r ≠ 0 := hr.1.ne'
  have h : Real.exp (-κ * r) / r * r = Real.exp (-κ * r) := by field_simp
  simp only [h, intervalIntegral.integral_const, smul_eq_mul, sub_zero]

/-- The Coulomb potential at the centre of a flat disc of radius `a` and unit charge density is
`√(4 π A)` with `A = π a²`. -/
theorem discPotential_coulomb {a : ℝ} (ha : 0 ≤ a) :
    discPotential 0 a = Real.sqrt (4 * π * (π * a ^ 2)) := by
  have hp := Real.pi_pos
  rw [discPotential_eq_integral 0 ha,
    show 4 * π * (π * a ^ 2) = (2 * π * a) ^ 2 by ring, Real.sqrt_sq (by positivity)]
  simp only [neg_zero, zero_mul, Real.exp_zero, mul_one, intervalIntegral.integral_const,
    smul_eq_mul, sub_zero]
  ring

/-- For every screening constant `κ`, the pole potential of a uniformly charged cap equals the
central potential of the flat disc with the same area and charge density. -/
theorem capPotential_eq_discPotential (κ : ℝ) {R c : ℝ} (hR : 0 < R) (h0 : 0 ≤ c)
    (h1 : c ≤ π) : capPotential κ R c = discPotential κ (discRadius (capArea R c)) := by
  have ha : 0 ≤ discRadius (capArea R c) := Real.sqrt_nonneg _
  rw [discPotential_eq_integral κ ha, discRadius_capArea hR h0 h1]
  have cancel : ∀ E D X : ℝ, D ≠ 0 → E / D * (D * X) = E * X := by
    intro E D X h
    field_simp
  -- away from the pole, the surface element cancels the singular kernel
  have step : capPotential κ R c = ∫ θ in (0 : ℝ)..c,
      ((fun s : ℝ => 2 * π * Real.exp (-κ * s)) ∘ (fun t : ℝ => 2 * R * Real.sin (t / 2))) θ
        * (R * Real.cos (θ / 2)) := by
    unfold capPotential
    refine intervalIntegral.integral_congr_ae (Filter.Eventually.of_forall fun θ hθ => ?_)
    rw [Set.uIoc_of_le h0] at hθ
    have hs : 0 < Real.sin (θ / 2) :=
      Real.sin_pos_of_pos_of_lt_pi (by linarith [hθ.1]) (by linarith [hθ.2, Real.pi_pos])
    have hD : 2 * R * Real.sin (θ / 2) ≠ 0 := by positivity
    have hsin := Real.sin_two_mul (θ / 2)
    rw [show 2 * (θ / 2) = θ by ring] at hsin
    have hq : R ^ 2 * Real.sin θ
        = (2 * R * Real.sin (θ / 2)) * (R * Real.cos (θ / 2)) := by
      rw [hsin]; ring
    simp only [poleDist_eq hR.le hθ.1.le (hθ.2.trans h1), intervalIntegral.integral_const,
      smul_eq_mul, sub_zero, Function.comp_apply]
    rw [hq, cancel _ _ _ hD]
    ring
  -- the chord length is the new integration variable
  have hder : ∀ θ : ℝ, HasDerivAt (fun t : ℝ => 2 * R * Real.sin (t / 2))
      (R * Real.cos (θ / 2)) θ := fun θ =>
    ((((hasDerivAt_id' θ).div_const 2).sin).const_mul (2 * R)).congr_deriv (by ring)
  have sub := intervalIntegral.integral_comp_mul_deriv (a := 0) (b := c)
    (f := fun t : ℝ => 2 * R * Real.sin (t / 2)) (f' := fun t : ℝ => R * Real.cos (t / 2))
    (g := fun s : ℝ => 2 * π * Real.exp (-κ * s))
    (fun θ _ => hder θ) (by fun_prop) (by fun_prop)
  refine step.trans (sub.trans ?_)
  simp only [zero_div, Real.sin_zero, mul_zero]

/-- The Coulomb potential at the pole of a cap with unit charge density is `√(4 π A)`, where `A`
is the area of the cap. -/
theorem capPotential_coulomb {R c : ℝ} (hR : 0 < R) (h0 : 0 ≤ c) (h1 : c ≤ π) :
    capPotential 0 R c = Real.sqrt (4 * π * capArea R c) := by
  have ha : 0 ≤ discRadius (capArea R c) := Real.sqrt_nonneg _
  rw [capPotential_eq_discPotential 0 hR h0 h1, discPotential_coulomb ha,
    discRadius_capArea hR h0 h1, capArea_eq_chord]

/-- With screening constant `κ ≠ 0` the pole potential is `2 π (1 - exp (-κ a)) / κ`, where `a`
is the radius of the flat disc of equal area. -/
theorem capPotential_screened {κ R c : ℝ} (hκ : κ ≠ 0) (hR : 0 < R) (h0 : 0 ≤ c)
    (h1 : c ≤ π) : capPotential κ R c
      = 2 * π * (1 - Real.exp (-κ * discRadius (capArea R c))) / κ := by
  have ha : 0 ≤ discRadius (capArea R c) := Real.sqrt_nonneg _
  have hk : κ⁻¹ * κ = 1 := inv_mul_cancel₀ hκ
  have hder : ∀ r : ℝ, HasDerivAt (fun t : ℝ => -(2 * π * κ⁻¹) * Real.exp (-κ * t))
      (2 * π * Real.exp (-κ * r)) r := fun r =>
    ((((hasDerivAt_id' r).const_mul (-κ)).exp).const_mul (-(2 * π * κ⁻¹))).congr_deriv
      (by linear_combination (2 * π * Real.exp (-κ * r)) * hk)
  rw [capPotential_eq_discPotential κ hR h0 h1, discPotential_eq_integral κ ha,
    intervalIntegral.integral_eq_sub_of_hasDerivAt (fun r _ => hder r)
      (Continuous.intervalIntegrable (by fun_prop) _ _)]
  simp only [mul_zero, Real.exp_zero]
  ring

/-- A cap with positive opening angle has positive area `A`, and a unit charge spread uniformly
over it produces the Coulomb potential `√(4 π / A)` at the pole. -/
theorem unitCharge_potential {R c : ℝ} (hR : 0 < R) (h0 : 0 < c) (h1 : c ≤ π) :
    0 < capArea R c ∧
      capPotential 0 R c / capArea R c = Real.sqrt (4 * π / capArea R c) := by
  have hs : 0 < Real.sin (c / 2) :=
    Real.sin_pos_of_pos_of_lt_pi (by linarith) (by linarith [Real.pi_pos])
  have hA : 0 < capArea R c := by
    have hp := Real.pi_pos
    rw [capArea_eq_chord]
    positivity
  refine ⟨hA, ?_⟩
  have h : 4 * π / capArea R c = 4 * π * capArea R c / capArea R c ^ 2 := by
    field_simp
  rw [capPotential_coulomb hR h0.le h1, h, Real.sqrt_div' _ (sq_nonneg _),
    Real.sqrt_sq hA.le]

end

end ApparentSurfaceChargeCap
```

```lean
#print axioms ApparentSurfaceChargeCap.capPotential_eq_discPotential
-- 'ApparentSurfaceChargeCap.capPotential_eq_discPotential' depends on axioms: [propext, Classical.choice, Quot.sound]
#print axioms ApparentSurfaceChargeCap.capPotential_screened
-- 'ApparentSurfaceChargeCap.capPotential_screened' depends on axioms: [propext, Classical.choice, Quot.sound]
#print axioms ApparentSurfaceChargeCap.unitCharge_potential
-- 'ApparentSurfaceChargeCap.unitCharge_potential' depends on axioms: [propext, Classical.choice, Quot.sound]
```

### How the proof follows the calculation

`poleDist_eq` establishes the distance. Its `linear_combination` step combines $\sin^2+\cos^2=1$ with the double-angle formula to get $d^2$, and the sign of $\sin(\theta/2)$ then settles the square root. `capArea_eq` integrates the sine, `capArea_eq_chord` rewrites the result as $\pi a^2$, and `discRadius_capArea` reads off $a$.

`discPotential_eq_integral` cancels $r$ against $1/r$. It uses `intervalIntegral.integral_congr_ae`, which compares the integrands on $0<r\le a$, where the division is legitimate.

The main work is in `capPotential_eq_discPotential`. Its intermediate claim `step` does the same cancellation on the cap for $0<\theta\le c$ and leaves $2\pi e^{-\kappa d}$ times $R\cos(\theta/2)$. Then `hder` shows that this last factor is the derivative of the chord length, and `intervalIntegral.integral_comp_mul_deriv` makes the substitution, which sends the limits $0$ and $c$ to $0$ and $a$.

The closed forms follow from there. `discPotential_coulomb` evaluates the disc at $\kappa=0$, and `capPotential_coulomb` carries the value over to the cap. `capPotential_screened` uses the antiderivative $-(2\pi/\kappa)e^{-\kappa r}$ and the fundamental theorem of calculus. `unitCharge_potential` writes $4\pi/A$ as $4\pi A/A^2$ and takes the square root, using $A>0$.
